# With 1/ε² subtracted, the exponentially damped sum of mode numbers tends to −1/12

**Q:** You define $S(\varepsilon)=\sum_{n\ge 0} n\,e^{-\varepsilon n}$ with a dimensionless cutoff $\varepsilon>0$. Where is the string?

**A:** A string of length $L$ with fixed ends has frequencies $\omega_n=\pi n/L$, $n\ge 1$, with $\hbar$ and the wave speed equal to 1. Let $a$ be the lowering operator of a mode, with $aa^\dagger-a^\dagger a=1$. The mode's Hamiltonian is $\tfrac12\omega_n(aa^\dagger+a^\dagger a)=\omega_n(a^\dagger a+\tfrac12)$, so moving $a^\dagger$ to the left of $a$ with the commutator leaves a constant $\omega_n/2$ per mode. The damped total is $E(L,\varepsilon)=\sum_n\tfrac12\omega_n e^{-\varepsilon\omega_n}$, where $\varepsilon$ is now a time. In the code, `modeSum` is $S$ and `zeroPointEnergy` is $E$; both sums include $n=0$, which adds nothing.

```lean
import Mathlib

open Filter Topology

namespace StringNormalOrdering

noncomputable section

/-- The sum of the mode numbers `n` of a string of oscillators, each damped by the
cutoff factor `exp (-ε n)`; its domain is `ε > 0`. -/
def modeSum (ε : ℝ) : ℝ := ∑' n : ℕ, (n : ℝ) * Real.exp (-(ε * n))

/-- The zero-point energy `∑ ω/2` of a string of length `L` with fixed ends and frequencies
`ω = π n / L`, each mode damped by `exp (-ε ω)`; its domain is `L > 0`, `ε > 0`. -/
def zeroPointEnergy (L ε : ℝ) : ℝ :=
  ∑' n : ℕ, 1 / 2 * (Real.pi * n / L) * Real.exp (-(ε * (Real.pi * n / L)))
```

**Q:** So there are no operators in it?

**A:** None. The code starts from the sums that the reordering leaves behind.

**Q:** Then show me that the damped sum converges.

**A:** Put $q=e^{-\varepsilon}<1$. Differentiating $\sum q^n=1/(1-q)$ and multiplying by $q$ gives
$$S=\frac{q}{(1-q)^2}=\frac{1}{q^{-1}+q-2}=\frac{1}{4\sinh^2(\varepsilon/2)}.$$
The last equality is the square of $2\sinh(\varepsilon/2)=e^{\varepsilon/2}-e^{-\varepsilon/2}$, which is the first lemma.

```lean
/-- Four times the squared hyperbolic sine of `ε/2`, written with exponentials. -/
theorem four_sinh_sq (ε : ℝ) :
    4 * Real.sinh (ε / 2) ^ 2 = Real.exp ε + Real.exp (-ε) - 2 := by
  have ha : Real.exp ε = Real.exp (ε / 2) ^ 2 := by
    rw [sq, ← Real.exp_add]
    congr 1
    ring
  have hb : Real.exp (-ε) = Real.exp (-(ε / 2)) ^ 2 := by
    rw [sq, ← Real.exp_add]
    congr 1
    ring
  have hab : Real.exp (ε / 2) * Real.exp (-(ε / 2)) = 1 := by
    rw [← Real.exp_add, add_neg_cancel, Real.exp_zero]
  rw [Real.sinh_eq, ha, hb]
  linear_combination (-2) * hab
```

The next theorem takes the differentiated series from Mathlib, and `hval` puts it in closed form. `HasSum` says that the partial sums converge to the stated value.

```lean
/-- For every positive cutoff the damped sum over mode numbers converges to
`1 / (4 sinh² (ε/2))`. -/
theorem hasSum_modes {ε : ℝ} (hε : 0 < ε) :
    HasSum (fun n : ℕ => (n : ℝ) * Real.exp (-(ε * n)))
      (1 / (4 * Real.sinh (ε / 2) ^ 2)) := by
  have hr : Real.exp (-ε) < 1 := Real.exp_lt_one_iff.mpr (by linarith)
  have hnorm : ‖Real.exp (-ε)‖ < 1 := by
    rw [Real.norm_eq_abs, abs_of_pos (Real.exp_pos _)]
    exact hr
  have hs : 0 < Real.sinh (ε / 2) := Real.sinh_pos_iff.mpr (by linarith)
  have hD : 4 * Real.sinh (ε / 2) ^ 2 ≠ 0 := by positivity
  have hq : Real.exp ε * Real.exp (-ε) = 1 := by
    rw [← Real.exp_add, add_neg_cancel, Real.exp_zero]
  -- the closed form of the differentiated geometric series
  have hval : Real.exp (-ε) / (1 - Real.exp (-ε)) ^ 2
      = 1 / (4 * Real.sinh (ε / 2) ^ 2) := by
    rw [div_eq_div_iff (pow_ne_zero 2 (by linarith)) hD, four_sinh_sq]
    linear_combination hq
  have hterm : (fun n : ℕ => (n : ℝ) * Real.exp (-(ε * n)))
      = fun n : ℕ => (n : ℝ) * Real.exp (-ε) ^ n := by
    funext n
    rw [← Real.exp_nat_mul]
    congr 2
    ring
  rw [hterm, ← hval]
  exact hasSum_coe_mul_geometric_of_norm_lt_one hnorm
```

As a limiting case, for large $\varepsilon$ only $n=1$ matters, and both sides behave as $e^{-\varepsilon}$.

**Q:** And the $-1/12$? The undamped series diverges.

**A:** It does, and no theorem here gives it a value. (Lean's `∑'` returns 0 for a divergent real series, so `modeSum 0` is 0 by convention; the limits below never use that point.) The $-1/12$ is what remains of the damped sum after a subtraction, in the limit $\varepsilon\to0$. Let $D=4\sinh^2(\varepsilon/2)=e^\varepsilon+e^{-\varepsilon}-2$. Odd powers cancel, so
$$D=\varepsilon^2+\frac{\varepsilon^4}{12}+R,\qquad |R|\le\frac{\varepsilon^6}{300}\quad(0<\varepsilon\le1).$$
Stopping each exponential after the fifth power costs at most $7\varepsilon^6/4320$, and twice that is below $\varepsilon^6/300$. Lean applies `Real.exp_bound` at $\varepsilon$ and $-\varepsilon$, then combines the inequalities.

```lean
/-- For `0 < ε ≤ 1`, `4 sinh² (ε/2)` equals `ε² + ε⁴/12` with an error of at most `ε⁶/300`. -/
theorem sinh_sq_expansion {ε : ℝ} (h0 : 0 < ε) (h1 : ε ≤ 1) :
    |4 * Real.sinh (ε / 2) ^ 2 - ε ^ 2 - ε ^ 4 / 12| ≤ ε ^ 6 / 300 := by
  have hp := Real.exp_bound (x := ε) (by rw [abs_of_pos h0]; exact h1)
    (n := 6) (by norm_num)
  have hm := Real.exp_bound (x := -ε) (by rw [abs_neg, abs_of_pos h0]; exact h1)
    (n := 6) (by norm_num)
  rw [abs_of_pos h0, abs_le] at hp
  rw [abs_neg, abs_of_pos h0, abs_le] at hm
  obtain ⟨hp1, hp2⟩ := hp
  obtain ⟨hm1, hm2⟩ := hm
  norm_num [Finset.sum_range_succ, Nat.factorial] at hp1 hp2 hm1 hm2
  have h6 : 0 < ε ^ 6 := by positivity
  -- odd powers cancel between the two exponentials
  rw [four_sinh_sq, abs_le]
  constructor <;> nlinarith
```

Now invert. Over a common denominator,
$$\frac1D-\frac1{\varepsilon^2}+\frac1{12}=\frac{12\varepsilon^2-12D+\varepsilon^2D}{12\varepsilon^2D}=\frac{\varepsilon^6/12-(12-\varepsilon^2)R}{12\varepsilon^2D}.$$
The numerator is at most $\varepsilon^6(\tfrac1{12}+\tfrac1{25})$ in size. Since $D\ge\varepsilon^2$, the denominator is at least $12\varepsilon^4$. The quotient is therefore at most $37\varepsilon^2/3600\le\varepsilon^2/90$. In Lean, `hform` is the common denominator, and `ha`, `hb` and `hc` supply the products needed for the final estimate.

```lean
/-- For `0 < ε ≤ 1` the damped mode sum equals `1/ε² - 1/12` with an error of at most `ε²/90`. -/
theorem modeSum_error {ε : ℝ} (h0 : 0 < ε) (h1 : ε ≤ 1) :
    |modeSum ε - 1 / ε ^ 2 + 1 / 12| ≤ ε ^ 2 / 90 := by
  have hM : modeSum ε = 1 / (4 * Real.sinh (ε / 2) ^ 2) := (hasSum_modes h0).tsum_eq
  have hexp := sinh_sq_expansion h0 h1
  rw [hM]
  generalize 4 * Real.sinh (ε / 2) ^ 2 = D at hexp ⊢
  obtain ⟨hl, hu⟩ := abs_le.mp hexp
  have h2 : ε ^ 2 ≤ 1 := pow_le_one₀ h0.le h1
  have h4 : 0 < ε ^ 4 := by positivity
  have h6 : 0 < ε ^ 6 := by positivity
  have h64 : ε ^ 6 ≤ ε ^ 4 := by nlinarith
  have hD : ε ^ 2 ≤ D := by linarith
  have hDpos : 0 < D := lt_of_lt_of_le (by positivity) hD
  have hform : 1 / D - 1 / ε ^ 2 + 1 / 12
      = (12 * ε ^ 2 - 12 * D + ε ^ 2 * D) / (12 * ε ^ 2 * D) := by
    field_simp
  have hden : 0 < 12 * ε ^ 2 * D := by positivity
  rw [hform, abs_div, abs_of_pos hden, div_le_iff₀ hden, abs_le]
  -- the terms of order ε⁴ in the numerator cancel
  have ha := mul_nonneg (show 0 ≤ 12 - ε ^ 2 by linarith)
    (show 0 ≤ D - ε ^ 2 - ε ^ 4 / 12 + ε ^ 6 / 300 by linarith)
  have hb := mul_nonneg (show 0 ≤ 12 - ε ^ 2 by linarith)
    (show 0 ≤ ε ^ 6 / 300 - (D - ε ^ 2 - ε ^ 4 / 12) by linarith)
  have hc := mul_nonneg h4.le (sub_nonneg.mpr hD)
  have h8 : 0 < ε ^ 8 := by positivity
  constructor <;> nlinarith
```

The bound vanishes with $\varepsilon$, so squeezing gives the limit. The filter `𝓝[>] 0` means that $\varepsilon$ approaches zero through positive values only. Despite the theorem's name, $-1/12$ belongs to the sum of the mode numbers. The constant left by reordering the Hamiltonian carries the further factor $\tfrac12$ and is $-1/24$ in units of $\pi/L$, after the same kind of subtraction.

```lean
/-- Once `1/ε²` is subtracted, the damped sum over mode numbers tends to `-1/12` as the
cutoff is removed. -/
theorem normal_ordering_constant :
    Tendsto (fun ε => modeSum ε - 1 / ε ^ 2) (𝓝[>] 0) (𝓝 (-1 / 12)) := by
  have hsq : Tendsto (fun ε : ℝ => ε ^ 2 / 90) (𝓝[>] 0) (𝓝 0) :=
    (Continuous.tendsto' (by fun_prop) 0 0 (by norm_num)).mono_left nhdsWithin_le_nhds
  have h : Tendsto (fun ε => modeSum ε - 1 / ε ^ 2 + 1 / 12) (𝓝[>] 0) (𝓝 0) := by
    refine squeeze_zero_norm' ?_ hsq
    filter_upwards [Ioc_mem_nhdsGT (zero_lt_one' ℝ)] with ε hε
    exact modeSum_error hε.1 hε.2
  have h2 := h.add_const (-1 / 12 : ℝ)
  rw [zero_add] at h2
  exact h2.congr (fun ε => by ring)
```

**Q:** You chose what to subtract. Could another choice give another constant?

**A:** Not among subtractions of the form $c/\varepsilon^2$. Suppose $S-c/\varepsilon^2\to l$. Its difference from $S-1/\varepsilon^2$ is $(1-c)/\varepsilon^2$, which then has a finite limit. Multiplying by $\varepsilon^2$ gives $1-c=0$, and uniqueness of limits gives $l=-1/12$. Lean's `hd` and `hconst` are this multiplication. A subtraction with an added finite constant would of course shift the answer; the theorem does not consider that family.

```lean
/-- Subtracting `c/ε²` from the damped mode sum leaves a finite limit `l` exactly when
`c = 1` and `l = -1/12`. -/
theorem subtraction_unique (c l : ℝ) :
    Tendsto (fun ε => modeSum ε - c / ε ^ 2) (𝓝[>] 0) (𝓝 l) ↔ c = 1 ∧ l = -1 / 12 := by
  constructor
  · intro h
    have hsq : Tendsto (fun ε : ℝ => ε ^ 2) (𝓝[>] 0) (𝓝 0) :=
      (Continuous.tendsto' (by fun_prop) 0 0 (by norm_num)).mono_left nhdsWithin_le_nhds
    -- ε² times the difference of the two subtractions is the constant 1 - c
    have hd := (h.sub normal_ordering_constant).mul hsq
    rw [mul_zero] at hd
    have hconst : Tendsto (fun _ : ℝ => 1 - c) (𝓝[>] 0) (𝓝 0) := by
      refine hd.congr' ?_
      filter_upwards [self_mem_nhdsWithin] with ε hε
      have hne : ε ≠ 0 := ne_of_gt hε
      field_simp
      ring
    have hc : 1 - c = 0 := tendsto_nhds_unique tendsto_const_nhds hconst
    have hc1 : c = 1 := by linarith
    subst hc1
    exact ⟨rfl, tendsto_nhds_unique h normal_ordering_constant⟩
  · rintro ⟨rfl, rfl⟩
    exact normal_ordering_constant
```

**Q:** For the string, then, what justifies discarding a divergent energy?

**A:** The discarded term is $L/(2\pi\varepsilon^2)$, a uniform energy density times the length. If a movable partition divides a string of fixed total length, these terms add up to a constant and exert no net force on it. The rest is rescaling:
$$E(L,\varepsilon)=\frac{\pi}{2L}\,S\!\left(\frac{\pi\varepsilon}{L}\right),\qquad \frac{\pi}{2L}\cdot\frac{L^2}{\pi^2\varepsilon^2}=\frac{L}{2\pi\varepsilon^2},\qquad \frac{\pi}{2L}\cdot\left(-\frac1{12}\right)=-\frac{\pi}{24L}.$$
In Lean, `hE` is the first identity, `hsub` the second and `hlim` the third, while `hscale` checks that the rescaled cutoff also tends to zero from above.

```lean
/-- The damped zero-point energy of a string of length `L`, less the term `L/(2π ε²)`
proportional to its length, tends to `-π/(24 L)` as the cutoff is removed. -/
theorem casimir_energy_string {L : ℝ} (hL : 0 < L) :
    Tendsto (fun ε => zeroPointEnergy L ε - L / (2 * Real.pi * ε ^ 2)) (𝓝[>] 0)
      (𝓝 (-Real.pi / (24 * L))) := by
  have hpi := Real.pi_pos
  -- the energy is a mode sum with rescaled cutoff
  have hE : ∀ ε, zeroPointEnergy L ε
      = Real.pi / (2 * L) * modeSum (Real.pi / L * ε) := by
    intro ε
    unfold zeroPointEnergy modeSum
    rw [← tsum_mul_left]
    refine tsum_congr fun n => ?_
    have he : -(ε * (Real.pi * n / L)) = -(Real.pi / L * ε * n) := by ring
    rw [he]
    ring
  have hscale : Tendsto (fun ε : ℝ => Real.pi / L * ε) (𝓝[>] 0) (𝓝[>] 0) := by
    refine tendsto_nhdsWithin_iff.mpr ⟨?_, ?_⟩
    · exact (Continuous.tendsto' (by fun_prop) 0 0 (by simp)).mono_left nhdsWithin_le_nhds
    · filter_upwards [self_mem_nhdsWithin] with ε hε
      exact mul_pos (div_pos hpi hL) hε
  have h := (normal_ordering_constant.comp hscale).const_mul (Real.pi / (2 * L))
  have hlim : Real.pi / (2 * L) * (-1 / 12) = -Real.pi / (24 * L) := by ring
  rw [hlim] at h
  refine h.congr' ?_
  filter_upwards [self_mem_nhdsWithin] with ε hε
  have hne : ε ≠ 0 := ne_of_gt hε
  have hsub : Real.pi / (2 * L) * (1 / (Real.pi / L * ε) ^ 2)
      = L / (2 * Real.pi * ε ^ 2) := by
    field_simp
  simp only [Function.comp_apply]
  rw [hE, mul_sub, hsub]

end

end StringNormalOrdering
```

```lean
#print axioms StringNormalOrdering.modeSum_error
#print axioms StringNormalOrdering.subtraction_unique
#print axioms StringNormalOrdering.casimir_energy_string
```

```
'StringNormalOrdering.modeSum_error' depends on axioms: [propext, Classical.choice, Quot.sound]
'StringNormalOrdering.subtraction_unique' depends on axioms: [propext, Classical.choice, Quot.sound]
'StringNormalOrdering.casimir_energy_string' depends on axioms: [propext, Classical.choice, Quot.sound]
```

**Q:** Is that the Casimir effect?

**A:** It is the finite, length-dependent vacuum energy of one free massless field in one dimension with fixed ends and an exponential cutoff. The theorem concerns neither the force between metal plates in three dimensions nor other cutoff functions.
